# For 0 < g < 1, the average of \(r^{2g-2}e^{-2Zr}\) over a ball of radius R diverges as \(R^{2g-2}\) when R → 0

## A density with no value at the nucleus

Suppose a contact density is read off at the position of a point nucleus, or averaged over smaller and smaller balls in the hope of convergence. For the Dirac ground state of a one-electron atom, both attempts fail: the density is infinite at the origin, and its average grows without bound as the ball shrinks. A ball average of this density therefore has to be quoted with its radius, which is taken here to be the nuclear radius.

In atomic units, this density is proportional to \(r^{2g-2}e^{-2Zr}\), where \(r\) is the distance to the nucleus, \(Z\) the nuclear charge and \(\alpha\) the fine-structure constant. The exponent \(g>0\) satisfies \(g^2+(Z\alpha)^2=1\), the condition under which the regular Dirac solution balances the Coulomb singularity at the origin. The nonrelativistic 1s density has \(g=1\).

## The average and its limits

Let \(A(R)\) be the average of \(r^{2g-2}e^{-2Zr}\) over a ball of radius \(R\) centred on the nucleus. For \(Z\ge 0\) and \(g>-1/2\),

\[
R^{2-2g}A(R)\to\frac{3}{2g+1},\qquad
\frac{A(cR)}{A(R)}\to c^{2g-2}\quad(c>0),
\]

as \(R\to0^+\). Halving the radius thus multiplies \(A\) asymptotically by \(2^{2-2g}\). If also \(g<1\), \(A(R)\to\infty\); if \(g=1\), \(A(R)\to1\).

In Lean, `Space` is three-dimensional Euclidean space, `density Z g r` is the radial function, and `contactDensity Z g R` is \(A(R)\), a true volume average written with `⨍`. The filter `𝓝[>] 0` means that \(R\) approaches zero through positive values, and `atTop` means divergence to \(+\infty\).

The density is unnormalised. For \(Z>0\), normalisation multiplies it by \(N=(2Z)^{2g+1}/(4\pi\,\Gamma(2g+1))\), so the scaled limit becomes \(3N/(2g+1)\), which is \(Z^3/\pi\) at \(g=1\). Ratios are unchanged.

The model averages a point-nucleus density over a ball. It does not solve the Dirac equation for an extended nucleus, whose potential changes the wavefunction inside, and it contains no electron interaction.

## From the ball to the power law

The volume element \(4\pi r^2\,dr\) and the ball volume \(4\pi R^3/3\) give

\[
A(R)=\frac{3}{R^3}\int_0^R r^{2g}e^{-2Zr}\,dr .
\]

For \(0\le r\le R\), we have \(e^{-2ZR}\le e^{-2Zr}\le1\). Since \(2g>-1\),

\[
\int_0^R r^{2g}\,dr=\frac{R^{2g+1}}{2g+1}.
\]

Multiplying by \(3R^{2-2g}/R^3\) cancels every power of \(R\):

\[
e^{-2ZR}\,\frac{3}{2g+1}\le R^{2-2g}A(R)\le\frac{3}{2g+1}.
\]

These bounds hold at every \(R>0\), and the left side tends to the right side as \(R\to0^+\), which proves the first limit.

Now write \(A(R)=R^{2g-2}\,[R^{2-2g}A(R)]\). The bracket has a positive limit, and for \(g<1\) the prefactor diverges, so \(A\) does too. For \(g=1\) the prefactor is 1 and the limit is \(3/3=1\). Finally,

\[
\frac{A(cR)}{A(R)}=c^{2g-2}\,\frac{(cR)^{2-2g}A(cR)}{R^{2-2g}A(R)}\to c^{2g-2},
\]

and \(c=1/2\) gives the halving law.

## The Lean file

```lean
import Mathlib

open MeasureTheory Filter Metric
open scoped Topology

namespace ContactDensityNuclearRadius

/-- Three-dimensional position space, with the nucleus at the origin. -/
abbrev Space := EuclideanSpace ℝ (Fin 3)

/-- The unnormalised electron density `r^(2g-2) exp(-2Zr)` at distance `r > 0` from the
nucleus. -/
noncomputable def density (Z g r : ℝ) : ℝ :=
  r ^ (2 * g - 2) * Real.exp (-2 * Z * r)

/-- The contact density: the volume average of the electron density over a nuclear ball of
radius `R > 0`. -/
noncomputable def contactDensity (Z g R : ℝ) : ℝ :=
  ⨍ x in ball (0 : Space) R, density Z g ‖x‖

/-- In polar coordinates the contact density for `R > 0` is `3/R³` times the radial integral of
`r^(2g) exp(-2Zr)` from `0` to `R`. -/
theorem contactDensity_eq_radial (Z g : ℝ) {R : ℝ} (hR : 0 < R) :
    contactDensity Z g R =
      3 / R ^ 3 * ∫ r in (0 : ℝ)..R, r ^ (2 * g) * Real.exp (-2 * Z * r) := by
  have hfin : Module.finrank ℝ Space = 3 := by simp [Space]
  have : Nontrivial Space :=
    Module.nontrivial_of_finrank_pos (R := ℝ) (by rw [hfin]; norm_num)
  -- the volume of a ball scales as the cube of its radius
  have hvol : volume.real (ball (0 : Space) R) = R ^ 3 * volume.real (ball (0 : Space) 1) := by
    rw [measureReal_def, measureReal_def, Measure.addHaar_ball _ _ hR.le, hfin,
      ENNReal.toReal_mul, ENNReal.toReal_ofReal (by positivity)]
  have hv1 : 0 < volume.real (ball (0 : Space) 1) := by
    rw [measureReal_def]
    exact ENNReal.toReal_pos (measure_ball_pos volume _ one_pos).ne' measure_ball_lt_top.ne
  have h1 : ∫ x in ball (0 : Space) R, density Z g ‖x‖ =
      ∫ x : Space, (Set.Iio R).indicator (density Z g) ‖x‖ := by
    rw [← integral_indicator measurableSet_ball]
    refine integral_congr_ae (Eventually.of_forall fun x => ?_)
    simp [Set.indicator]
  -- the Jacobian r² combines with the density
  have h2 : ∫ y in Set.Ioi (0 : ℝ), y ^ (3 - 1) • (Set.Iio R).indicator (density Z g) y =
      ∫ r in Set.Ioo (0 : ℝ) R, r ^ (2 * g) * Real.exp (-2 * Z * r) := by
    rw [← integral_indicator measurableSet_Ioi, ← integral_indicator measurableSet_Ioo]
    refine integral_congr_ae (Eventually.of_forall fun y => ?_)
    by_cases h0 : 0 < y
    · by_cases hy : y < R
      · have hp : y ^ 2 * y ^ (2 * g - 2) = y ^ (2 * g) := by
          rw [← Real.rpow_natCast, ← Real.rpow_add h0]
          congr 1
          push_cast
          ring
        simp only [Set.indicator, Set.mem_Ioi, Set.mem_Ioo, Set.mem_Iio, h0, hy, and_self,
          if_true, density, smul_eq_mul, Nat.reduceSub]
        rw [← hp]
        ring
      · simp [Set.indicator, h0, hy]
    · simp [Set.indicator, h0]
  have hint : ∫ x in ball (0 : Space) R, density Z g ‖x‖ =
      3 * volume.real (ball (0 : Space) 1) *
        ∫ r in (0 : ℝ)..R, r ^ (2 * g) * Real.exp (-2 * Z * r) := by
    rw [h1, integral_fun_norm_addHaar volume ((Set.Iio R).indicator (density Z g)), hfin, h2,
      intervalIntegral.integral_of_le hR.le, integral_Ioc_eq_integral_Ioo]
    simp only [nsmul_eq_mul, smul_eq_mul]
    push_cast
    ring
  rw [contactDensity, setAverage_eq, hint, hvol, smul_eq_mul]
  field_simp

/-- For `Z ≥ 0`, `g > -1/2` and every radius `R > 0`, the scaled contact density
`R^(2-2g) A(R)` lies between `exp(-2ZR) · 3/(2g+1)` and `3/(2g+1)`. -/
theorem contactDensity_bounds {Z g R : ℝ} (hZ : 0 ≤ Z) (hg : -1 / 2 < g) (hR : 0 < R) :
    Real.exp (-2 * Z * R) * (3 / (2 * g + 1)) ≤ R ^ (2 - 2 * g) * contactDensity Z g R ∧
      R ^ (2 - 2 * g) * contactDensity Z g R ≤ 3 / (2 * g + 1) := by
  have hq : 2 * g + 1 ≠ 0 := by linarith
  have hpow : ∫ r in (0 : ℝ)..R, r ^ (2 * g) = R ^ (2 * g + 1) / (2 * g + 1) := by
    rw [integral_rpow (Or.inl (by linarith)), Real.zero_rpow hq, sub_zero]
  have hI : IntervalIntegrable (fun r : ℝ => r ^ (2 * g)) volume 0 R :=
    intervalIntegral.intervalIntegrable_rpow' (by linarith)
  have hE : IntervalIntegrable (fun r : ℝ => r ^ (2 * g) * Real.exp (-2 * Z * r)) volume 0 R :=
    hI.mul_continuousOn (by fun_prop)
  -- inside the nucleus the exponential lies between exp(-2ZR) and 1
  have hlow : Real.exp (-2 * Z * R) * (R ^ (2 * g + 1) / (2 * g + 1)) ≤
      ∫ r in (0 : ℝ)..R, r ^ (2 * g) * Real.exp (-2 * Z * r) := by
    rw [← hpow, ← intervalIntegral.integral_const_mul]
    refine intervalIntegral.integral_mono_on hR.le (hI.const_mul _) hE fun r hr => ?_
    rw [mul_comm]
    refine mul_le_mul_of_nonneg_left (Real.exp_le_exp.mpr ?_) (Real.rpow_nonneg hr.1 _)
    nlinarith [mul_le_mul_of_nonneg_left hr.2 hZ]
  have hupp : ∫ r in (0 : ℝ)..R, r ^ (2 * g) * Real.exp (-2 * Z * r) ≤
      R ^ (2 * g + 1) / (2 * g + 1) := by
    rw [← hpow]
    refine intervalIntegral.integral_mono_on hR.le hE hI fun r hr => ?_
    refine mul_le_of_le_one_right (Real.rpow_nonneg hr.1 _) (Real.exp_le_one_iff.mpr ?_)
    nlinarith [mul_nonneg hZ hr.1]
  have hs : R ^ (2 - 2 * g) * R ^ (2 * g + 1) = R ^ 3 := by
    rw [← Real.rpow_add hR, ← Real.rpow_natCast]
    congr 1
    push_cast
    ring
  have hkey : R ^ (2 - 2 * g) * (3 / R ^ 3) * (R ^ (2 * g + 1) / (2 * g + 1)) =
      3 / (2 * g + 1) := by
    calc _ = (R ^ (2 - 2 * g) * R ^ (2 * g + 1)) * (3 / R ^ 3) / (2 * g + 1) := by ring
      _ = 3 / (2 * g + 1) := by
        rw [hs, mul_div_cancel₀ _ (pow_ne_zero 3 hR.ne')]
  have hc : 0 ≤ R ^ (2 - 2 * g) * (3 / R ^ 3) := by positivity
  rw [contactDensity_eq_radial Z g hR, ← mul_assoc]
  constructor
  · rw [← hkey, mul_left_comm]
    exact mul_le_mul_of_nonneg_left hlow hc
  · rw [← hkey]
    exact mul_le_mul_of_nonneg_left hupp hc

/-- For `Z ≥ 0` and `g > -1/2`, the scaled contact density `R^(2-2g) A(R)` tends to `3/(2g+1)`
as the nuclear radius shrinks to zero. -/
theorem contactDensity_scaled_limit {Z g : ℝ} (hZ : 0 ≤ Z) (hg : -1 / 2 < g) :
    Tendsto (fun R => R ^ (2 - 2 * g) * contactDensity Z g R) (𝓝[>] 0)
      (𝓝 (3 / (2 * g + 1))) := by
  have hl : Tendsto (fun R : ℝ => Real.exp (-2 * Z * R) * (3 / (2 * g + 1))) (𝓝[>] 0)
      (𝓝 (3 / (2 * g + 1))) := by
    have h : Continuous fun R : ℝ => Real.exp (-2 * Z * R) * (3 / (2 * g + 1)) := by fun_prop
    have h0 := (h.tendsto 0).mono_left (nhdsWithin_le_nhds (s := Set.Ioi 0))
    rwa [mul_zero, Real.exp_zero, one_mul] at h0
  refine tendsto_of_tendsto_of_tendsto_of_le_of_le' hl tendsto_const_nhds ?_ ?_
  · filter_upwards [self_mem_nhdsWithin] with R hR using (contactDensity_bounds hZ hg hR).1
  · filter_upwards [self_mem_nhdsWithin] with R hR using (contactDensity_bounds hZ hg hR).2

/-- For `Z ≥ 0` and `-1/2 < g < 1`, the contact density grows without bound as the nuclear
radius shrinks to zero. -/
theorem contactDensity_diverges {Z g : ℝ} (hZ : 0 ≤ Z) (hg : -1 / 2 < g) (hg1 : g < 1) :
    Tendsto (contactDensity Z g) (𝓝[>] 0) atTop := by
  have hinv : Tendsto (fun R : ℝ => (R⁻¹) ^ (2 - 2 * g)) (𝓝[>] 0) atTop :=
    (tendsto_rpow_atTop (by linarith)).comp tendsto_inv_nhdsGT_zero
  have hC : 0 < 3 / (2 * g + 1) := div_pos (by norm_num) (by linarith)
  refine ((contactDensity_scaled_limit hZ hg).pos_mul_atTop hC hinv).congr' ?_
  filter_upwards [self_mem_nhdsWithin] with R hR
  have hR' : 0 < R := hR
  have hp : R ^ (2 - 2 * g) ≠ 0 := (Real.rpow_pos_of_pos hR' _).ne'
  rw [Real.inv_rpow hR'.le, mul_right_comm, mul_inv_cancel₀ hp, one_mul]

/-- For `Z ≥ 0` and `g > -1/2`, rescaling a small nuclear radius by a factor `c > 0` multiplies
the contact density asymptotically by `c^(2g-2)`. -/
theorem contactDensity_rescale {Z g c : ℝ} (hZ : 0 ≤ Z) (hg : -1 / 2 < g) (hc : 0 < c) :
    Tendsto (fun R => contactDensity Z g (c * R) / contactDensity Z g R) (𝓝[>] 0)
      (𝓝 (c ^ (2 * g - 2))) := by
  have hL := contactDensity_scaled_limit hZ hg
  have hC : 0 < 3 / (2 * g + 1) := div_pos (by norm_num) (by linarith)
  have hcR : Tendsto (fun R : ℝ => c * R) (𝓝[>] 0) (𝓝[>] 0) := by
    refine tendsto_nhdsWithin_iff.mpr ⟨?_, ?_⟩
    · have h : Continuous fun R : ℝ => c * R := by fun_prop
      have h0 := (h.tendsto 0).mono_left (nhdsWithin_le_nhds (s := Set.Ioi 0))
      rwa [mul_zero] at h0
    · filter_upwards [self_mem_nhdsWithin] with R hR using mul_pos hc hR
  -- the scaled densities at cR and at R have the same limit
  have hq := ((hL.comp hcR).div hL hC.ne').const_mul (c ^ (2 * g - 2))
  rw [div_self hC.ne', mul_one] at hq
  refine hq.congr' ?_
  filter_upwards [self_mem_nhdsWithin] with R hR
  have hR' : 0 < R := hR
  have hp : R ^ (2 - 2 * g) ≠ 0 := (Real.rpow_pos_of_pos hR' _).ne'
  have hcc : c ^ (2 * g - 2) * c ^ (2 - 2 * g) = 1 := by
    rw [← Real.rpow_add hc, show 2 * g - 2 + (2 - 2 * g) = 0 by ring, Real.rpow_zero]
  simp only [Function.comp_apply, Pi.div_apply]
  rw [Real.mul_rpow hc.le hR'.le, ← mul_div_assoc, ← mul_assoc, ← mul_assoc, hcc, one_mul,
    mul_div_mul_left _ _ hp]

/-- For `Z ≥ 0` and `g > -1/2`, halving a small nuclear radius multiplies the contact density
asymptotically by `2^(2-2g)`. -/
theorem contactDensity_halving {Z g : ℝ} (hZ : 0 ≤ Z) (hg : -1 / 2 < g) :
    Tendsto (fun R => contactDensity Z g (R / 2) / contactDensity Z g R) (𝓝[>] 0)
      (𝓝 (2 ^ (2 - 2 * g))) := by
  have h := contactDensity_rescale hZ hg (c := 1 / 2) (by norm_num)
  have e : (1 / 2 : ℝ) ^ (2 * g - 2) = 2 ^ (2 - 2 * g) := by
    rw [one_div, Real.inv_rpow (by norm_num), ← Real.rpow_neg (by norm_num)]
    congr 1
    ring
  rw [e] at h
  refine h.congr fun R => ?_
  rw [show 1 / 2 * R = R / 2 by ring]

/-- For nuclear charge `Z > 0`, coupling `α > 0` and the Dirac exponent `g > 0` fixed by
`g² + (Zα)² = 1`, the contact density diverges as the nuclear radius shrinks to zero. -/
theorem dirac_contactDensity_diverges {Z α g : ℝ} (hZ : 0 < Z) (hα : 0 < α) (hg : 0 < g)
    (h : g ^ 2 + (Z * α) ^ 2 = 1) :
    Tendsto (contactDensity Z g) (𝓝[>] 0) atTop := by
  have hpos : 0 < (Z * α) ^ 2 := by positivity
  exact contactDensity_diverges hZ.le (by linarith) (by nlinarith)

/-- For `Z ≥ 0` and the nonrelativistic exponent `g = 1`, the contact density tends to the
finite value `1` as the nuclear radius shrinks to zero. -/
theorem nonrelativistic_contactDensity_limit {Z : ℝ} (hZ : 0 ≤ Z) :
    Tendsto (contactDensity Z 1) (𝓝[>] 0) (𝓝 1) := by
  have h := contactDensity_scaled_limit hZ (g := 1) (by norm_num)
  rw [show (3 : ℝ) / (2 * 1 + 1) = 1 by norm_num] at h
  refine h.congr fun R => ?_
  rw [show (2 : ℝ) - 2 * 1 = 0 by norm_num, Real.rpow_zero, one_mul]

end ContactDensityNuclearRadius
```

```lean
#print axioms ContactDensityNuclearRadius.contactDensity_halving
#print axioms ContactDensityNuclearRadius.dirac_contactDensity_diverges
#print axioms ContactDensityNuclearRadius.nonrelativistic_contactDensity_limit
```

```
'ContactDensityNuclearRadius.contactDensity_halving' depends on axioms: [propext, Classical.choice, Quot.sound]
'ContactDensityNuclearRadius.dirac_contactDensity_diverges' depends on axioms: [propext, Classical.choice, Quot.sound]
'ContactDensityNuclearRadius.nonrelativistic_contactDensity_limit' depends on axioms: [propext, Classical.choice, Quot.sound]
```

## Polar coordinates without π

The central device is Mathlib's `integral_fun_norm_addHaar`, used in `contactDensity_eq_radial`. It turns the integral of a function of \(\|x\|\) over the whole space into a radial integral, with the dimension times the unit-ball volume as prefactor. In three dimensions this prefactor is the sphere's area \(4\pi\), but its value is never needed: `hvol` expresses the averaging volume through the same unit ball, and the two cancel.

Because the lemma integrates over all space, `h1` first encodes the ball as an indicator function of the norm. `h2` then combines the Jacobian \(r^2\) with \(r^{2g-2}\).

## Bounds, squeeze and quotient

In `contactDensity_bounds`, `hpow` evaluates the power integral, `hlow` and `hupp` compare the integrands, and `hkey` cancels the powers of \(R\). `contactDensity_scaled_limit` is the squeeze.

`contactDensity_diverges` multiplies the positive limit by a diverging power using `pos_mul_atTop`. `contactDensity_rescale` divides the scaled limit at \(cR\) by the one at \(R\), and `contactDensity_halving` sets \(c=1/2\).

`dirac_contactDensity_diverges` derives \(g<1\) from \(Z\alpha>0\) and the exponent condition, then applies the general divergence. `nonrelativistic_contactDensity_limit` substitutes \(g=1\) in the scaled limit.
